# On a finite connected lattice, edge swaps connect all decorations of a composition, and Metropolis swaps balance the canonical weight

## Question

Take three lattice sites in a chain, 1–2–3, occupied by species A, B, C. Sites 1 and 3 are not neighbours, yet three neighbour swaps exchange their occupants: ABC → BAC → BCA → CBA, across the bonds 1–2, 2–3, 1–2. I believe this trick shows that on any finite connected lattice, two occupations with the same number of atoms of each species are linked by neighbour swaps. I also expect that choosing a bond uniformly and accepting its swap by the Metropolis rule satisfies detailed balance with the Boltzmann weight at fixed composition. Can both claims be stated and proved in Lean 4 with Mathlib?

## Answer

### Modelling choices

The sites form a finite type `V`, the species a type `S`, and the lattice is `G : SimpleGraph V` with edge set $E$. A decoration is a map $\sigma : V \to S$, and every species may sit on every site. Its `composition` is the count $n_\sigma(s) = |\{v : \sigma(v) = s\}|$ for each species $s$. Let $t_{uv}$ be the transposition of the sites $u$ and $v$. For an unordered pair $e = \{u,v\}$, a term of `Sym2 V`, `edgePerm e` is $t_{uv}$ and `swapEdge e σ` is $\sigma^e = \sigma \circ t_{uv}$. `SwapStep G σ τ` says $\tau = \sigma^e$ for some $e \in E$, and `Linked` is its reflexive-transitive closure: finitely many swaps, possibly none. Connectedness is `G.Preconnected`, meaning that any two sites are joined by a path.

The energy $H$ is any real function of the decoration and the inverse temperature $\beta$ is any real number. The Boltzmann factor (`boltzmann`) and the acceptance probability (`accept`) are
$$q(\sigma) = e^{-\beta H(\sigma)}, \qquad \alpha(\sigma,\tau) = \min\bigl(1, e^{-\beta (H(\tau) - H(\sigma))}\bigr).$$
With $[\cdot]$ equal to 1 for a true statement and 0 otherwise, the move on a chosen pair (`moveProb`) and the `kernel` are
$$M_e(\sigma,\tau) = [\tau = \sigma^e]\,\alpha(\sigma,\tau) + [\tau = \sigma]\,\bigl(1 - \alpha(\sigma,\sigma^e)\bigr), \qquad K = \frac{1}{|E|}\sum_{e \in E} M_e .$$
Edges whose ends carry the same species are drawn like any other; then $\sigma^e = \sigma$ and $M_e(\sigma,\sigma) = 1$. For a composition $c$, `canonical` is $P_c(\sigma) = [n_\sigma = c]\, q(\sigma)/Z_c$ with $Z_c = \sum_{\tau : n_\tau = c} q(\tau)$.

### Derivation by hand

*Swaps.* Since $t_{uv}^2 = 1$, $(\sigma^e)^e = \sigma$. Since $t_{uv}$ maps the sites where $\sigma^e$ equals $s$ bijectively onto those where $\sigma$ equals $s$, $n_{\sigma^e} = n_\sigma$. Linked decorations therefore have equal composition.

*Distant exchanges.* Let a path run from $u$ to $w$; the claim is that every $\sigma$ is linked to $\sigma \circ t_{uw}$. Use induction on the path. If $u = w$ there is nothing to do. Otherwise let $\{u,v\}$ be the first edge. If $v = w$ one swap suffices. If not, $t_{uw} = t_{uv}\, t_{vw}\, t_{uv}$, and the sequence $\sigma \to \sigma \circ t_{uv} \to \sigma \circ t_{uv} t_{vw} \to \sigma \circ t_{uv} t_{vw} t_{uv}$ consists of an edge swap, the exchange along the shorter path, and an edge swap, as in the three-site chain.

*Equal composition.* If $n_\sigma = n_\tau$, pair the sites that carry $s$ in $\tau$ one to one with those that carry $s$ in $\sigma$, for each $s$. Together the pairings form a permutation $f$ with $\sigma \circ f = \tau$. Write $f$ as a product of transpositions. If $f = t_{xy}\, g$ with a shorter product $g$, then $\sigma$ is linked to $\sigma \circ t_{xy}$ because $x$ and $y$ are joined by a path, and $\sigma \circ t_{xy}$ is linked to $\sigma \circ t_{xy}\, g$ by induction.

*Converse.* Let $a \ne b$ be species, put $a$ on $u$ and $b$ everywhere else, and compare with the decoration that has $a$ on $v$. Along any swap sequence some site reachable from $u$ carries $a$, because a swap across $\{x,y\}$ moves the atom at $w$ to $t_{xy}(w)$, which is $w$ or a neighbour. At the end only $v$ carries $a$, so $v$ is reachable from $u$.

*Balance.* As $q > 0$, $q(\sigma)\alpha(\sigma,\tau) = \min(q(\sigma), q(\sigma)e^{-\beta(H(\tau)-H(\sigma))}) = \min(q(\sigma), q(\tau))$, which is symmetric. Fix $e$ and $\sigma \ne \tau$. The rejection terms vanish, and $\tau = \sigma^e$ holds exactly when $\sigma = \tau^e$, so $q(\sigma)M_e(\sigma,\tau) = q(\tau)M_e(\tau,\sigma)$. For $\sigma = \tau$ the equation is an identity. Averaging over $E$ gives $q(\sigma)K(\sigma,\tau) = q(\tau)K(\tau,\sigma)$. On the chain, both sides for ABC and BAC equal $\tfrac12\min(q(\mathrm{ABC}), q(\mathrm{BAC}))$.

*Stochasticity and support.* From $0 < \alpha \le 1$ follow $M_e \ge 0$ and $\sum_\tau M_e(\sigma,\tau) = \alpha(\sigma,\sigma^e) + 1 - \alpha(\sigma,\sigma^e) = 1$; with $|E| > 0$ the average $K$ inherits both. For $e \in E$, $K(\sigma,\sigma^e) \ge \alpha(\sigma,\sigma^e)/|E| > 0$. If $n_\sigma \ne n_\tau$, then $\tau$ is neither $\sigma$ nor any $\sigma^e$, so $K(\sigma,\tau) = 0$.

*Canonical weight.* Take $c = n_{\sigma_0}$ for a reference decoration $\sigma_0$. Then $Z_c \ge q(\sigma_0) > 0$ and $\sum_\sigma P_c(\sigma) = 1$. For balance there are three cases: if $n_\sigma = n_\tau = c$, divide the relation for $q$ by $Z_c$; if $n_\sigma = n_\tau \ne c$, both weights vanish; if $n_\sigma \ne n_\tau$, both kernel entries vanish. Finally
$$\sum_\sigma P_c(\sigma)K(\sigma,\tau) = P_c(\tau)\sum_\sigma K(\tau,\sigma) = P_c(\tau).$$

### The file

```lean
import Mathlib

open Finset

namespace SwapMonteCarlo

noncomputable section

variable {V S : Type*} [DecidableEq V]

/-- The permutation of sites that exchanges the two ends of the pair `e`. -/
def edgePerm (e : Sym2 V) : Equiv.Perm V :=
  Sym2.lift ⟨fun u v => Equiv.swap u v, fun u v => Equiv.swap_comm u v⟩ e

/-- The decoration obtained from `σ` by exchanging the species on the two ends of `e`. -/
def swapEdge (e : Sym2 V) (σ : V → S) : V → S := σ ∘ edgePerm e

/-- `τ` arises from `σ` by one swap across an edge of the graph. -/
def SwapStep (G : SimpleGraph V) (σ τ : V → S) : Prop := ∃ e ∈ G.edgeSet, τ = swapEdge e σ

/-- `τ` arises from `σ` by a finite sequence of swaps across edges of the graph. -/
def Linked (G : SimpleGraph V) (σ τ : V → S) : Prop := Relation.ReflTransGen (SwapStep G) σ τ

/-- Swapping twice across the same pair restores the decoration. -/
theorem swapEdge_swapEdge (e : Sym2 V) (σ : V → S) : swapEdge e (swapEdge e σ) = σ := by
  induction e using Sym2.ind with
  | _ u v => funext x; simp [swapEdge, edgePerm]

/-- Exchanging the species on two sites joined by a path is achieved by swaps across edges. -/
theorem linked_swap (G : SimpleGraph V) {u w : V} (h : G.Reachable u w) (σ : V → S) :
    Linked G σ (σ ∘ Equiv.swap u w) := by
  obtain ⟨p⟩ := h
  induction p generalizing σ with
  | nil => rw [Equiv.swap_self]; exact Relation.ReflTransGen.refl
  | @cons u v w h p ih =>
    have edge : ∀ ρ : V → S, Linked G ρ (ρ ∘ Equiv.swap u v) := fun ρ =>
      Relation.ReflTransGen.single ⟨s(u, v), by simpa using h, rfl⟩
    by_cases huw : u = w
    · subst huw; rw [Equiv.swap_self]; exact Relation.ReflTransGen.refl
    by_cases hvw : v = w
    · subst hvw; exact edge σ
    -- conjugate the shorter exchange (v w) by the first edge (u v)
    have key := Equiv.swap_apply_apply (Equiv.swap u v) v w
    rw [Equiv.swap_apply_right, Equiv.swap_apply_of_ne_of_ne (Ne.symm huw) (Ne.symm hvw),
      Equiv.swap_inv] at key
    rw [key]
    have h2 := ih (σ ∘ Equiv.swap u v)
    have h3 := edge ((σ ∘ Equiv.swap u v) ∘ Equiv.swap v w)
    exact Relation.ReflTransGen.trans (Relation.ReflTransGen.trans (edge σ) h2) h3

/-- Boltzmann factor of a decoration with energy function `H` at inverse temperature `β`. -/
def boltzmann (β : ℝ) (H : (V → S) → ℝ) (σ : V → S) : ℝ := Real.exp (-β * H σ)

/-- Metropolis acceptance probability of the proposal `σ → τ`. -/
def accept (β : ℝ) (H : (V → S) → ℝ) (σ τ : V → S) : ℝ := min 1 (Real.exp (-β * (H τ - H σ)))

omit [DecidableEq V] in
/-- Boltzmann factor times acceptance probability is symmetric in the two decorations. -/
theorem accept_balance (β : ℝ) (H : (V → S) → ℝ) (σ τ : V → S) :
    boltzmann β H σ * accept β H σ τ = boltzmann β H τ * accept β H τ σ := by
  have key : ∀ a b : ℝ, 0 < a → a * min 1 b = min a (a * b) := by
    intro a b ha
    rcases le_total 1 b with h | h
    · rw [min_eq_left h, min_eq_left (show a ≤ a * b by nlinarith), mul_one]
    · rw [min_eq_right h, min_eq_right (show a * b ≤ a by nlinarith)]
  have ratio : ∀ x y : ℝ, Real.exp (-β * x) * Real.exp (-β * (y - x)) = Real.exp (-β * y) := by
    intro x y; rw [← Real.exp_add]; congr 1; ring
  unfold boltzmann accept
  rw [key _ _ (Real.exp_pos (-β * H σ)), key _ _ (Real.exp_pos (-β * H τ)), ratio, ratio]
  exact min_comm _ _

variable [Fintype V] [DecidableEq S]

/-- Composition of a decoration: the number of sites occupied by each species. -/
def composition (σ : V → S) : S → ℕ := fun s => (univ.filter fun v => σ v = s).card

/-- A swap conserves the composition. -/
theorem composition_swapEdge (e : Sym2 V) (σ : V → S) :
    composition (swapEdge e σ) = composition σ := by
  funext s
  refine Finset.card_equiv (edgePerm e) fun i => ?_
  simp only [Finset.mem_filter, Finset.mem_univ, true_and]
  exact Iff.rfl

/-- If any two sites are joined by a path, two decorations are linked by edge swaps exactly when
their compositions agree. -/
theorem linked_iff_composition_eq (G : SimpleGraph V) (hG : G.Preconnected) (σ τ : V → S) :
    Linked G σ τ ↔ composition σ = composition τ := by
  constructor
  · intro h
    unfold Linked at h
    induction h with
    | refl => rfl
    | tail _ hs ih => obtain ⟨e, _, rfl⟩ := hs; rw [composition_swapEdge]; exact ih
  · intro h
    -- every permutation of sites is a product of transpositions
    have perm : ∀ f : Equiv.Perm V, ∀ ρ : V → S, Linked G ρ (ρ ∘ f) := by
      intro f
      refine Equiv.Perm.swap_induction_on f ?_ ?_
      · intro ρ; exact Relation.ReflTransGen.refl
      · intro g x y _ ih ρ
        exact Relation.ReflTransGen.trans (linked_swap G (hG x y) ρ) (ih (ρ ∘ Equiv.swap x y))
    -- match the sites of each species one to one
    have e : ∀ s, {v // τ v = s} ≃ {v // σ v = s} := fun s => Fintype.equivOfCardEq (by
      rw [Fintype.card_subtype, Fintype.card_subtype]; exact (congrFun h s).symm)
    have hτ : σ ∘ Equiv.ofFiberEquiv e = τ := funext fun v => Equiv.ofFiberEquiv_map e v
    have := perm (Equiv.ofFiberEquiv e) σ
    rwa [hτ] at this

/-- Converse: with two distinct species, if all decorations of equal composition are linked by
edge swaps, then any two sites are joined by a path. -/
theorem preconnected_of_linked (G : SimpleGraph V) {a b : S} (hab : a ≠ b)
    (h : ∀ σ τ : V → S, composition σ = composition τ → Linked G σ τ) : G.Preconnected := by
  intro u v
  -- an atom starting at u only visits sites reachable from u
  have inv : ∀ σ τ : V → S, Linked G σ τ → σ u = a → ∃ w, G.Reachable u w ∧ τ w = a := by
    intro σ τ hl hu
    unfold Linked at hl
    induction hl with
    | refl => exact ⟨u, SimpleGraph.Reachable.refl u, hu⟩
    | @tail ρ ρ' _ hs ih =>
      obtain ⟨w, hw, hwa⟩ := ih
      obtain ⟨e, he, rfl⟩ := hs
      induction e using Sym2.ind with
      | _ x y =>
        have hxy : G.Adj x y := by simpa using he
        refine ⟨Equiv.swap x y w, hw.trans ?_, ?_⟩
        · rw [Equiv.swap_apply_def]
          split_ifs with h1 h2
          · rw [h1]; exact hxy.reachable
          · rw [h2]; exact hxy.symm.reachable
          · exact SimpleGraph.Reachable.refl w
        · show ρ (Equiv.swap x y (Equiv.swap x y w)) = a
          rw [Equiv.swap_apply_self]; exact hwa
  obtain ⟨w, hw, hwa⟩ := inv (fun x => if x = u then a else b)
    (swapEdge s(u, v) fun x => if x = u then a else b)
    (h _ _ (composition_swapEdge _ _).symm) (if_pos rfl)
  have hwa' : (if Equiv.swap u v w = u then a else b) = a := hwa
  have hu : Equiv.swap u v w = u := by
    by_contra hn; rw [if_neg hn] at hwa'; exact hab hwa'.symm
  have hwv : w = v := (Equiv.swap u v).injective (by rw [hu, Equiv.swap_apply_right])
  rwa [hwv] at hw

/-- Probability of `σ → τ` once the edge `e` is chosen: the swap is accepted or `σ` is kept. -/
def moveProb (β : ℝ) (H : (V → S) → ℝ) (e : Sym2 V) (σ τ : V → S) : ℝ :=
  (if τ = swapEdge e σ then accept β H σ τ else 0) +
    (if τ = σ then 1 - accept β H σ (swapEdge e σ) else 0)

variable (G : SimpleGraph V) [DecidableRel G.Adj] (β : ℝ) (H : (V → S) → ℝ)

/-- Metropolis swap kernel: the average of the single-edge move over all edges of the graph. -/
def kernel (σ τ : V → S) : ℝ := (∑ e ∈ G.edgeFinset, moveProb β H e σ τ) / G.edgeFinset.card

/-- The kernel satisfies detailed balance with the Boltzmann factor. -/
theorem boltzmann_detailed_balance (σ τ : V → S) :
    boltzmann β H σ * kernel G β H σ τ = boltzmann β H τ * kernel G β H τ σ := by
  -- balance edge by edge: the reverse move uses the same edge
  have term : ∀ e, boltzmann β H σ * moveProb β H e σ τ = boltzmann β H τ * moveProb β H e τ σ := by
    intro e
    by_cases hst : σ = τ
    · rw [hst]
    unfold moveProb
    rw [if_neg hst, if_neg (Ne.symm hst)]
    by_cases h : τ = swapEdge e σ
    · have h' : σ = swapEdge e τ := by rw [h, swapEdge_swapEdge]
      rw [if_pos h, if_pos h']
      simp only [add_zero]
      exact accept_balance β H σ τ
    · have h' : ¬ σ = swapEdge e τ := fun h' => h (by rw [h', swapEdge_swapEdge])
      rw [if_neg h, if_neg h']
      simp
  unfold kernel
  rw [← mul_div_assoc, ← mul_div_assoc, Finset.mul_sum, Finset.mul_sum,
    Finset.sum_congr rfl fun e _ => term e]

variable [Fintype S]

/-- The single-edge move probabilities are nonnegative and sum to one over final decorations. -/
theorem moveProb_stochastic (e : Sym2 V) (σ : V → S) :
    (∀ τ, 0 ≤ moveProb β H e σ τ) ∧ ∑ τ, moveProb β H e σ τ = 1 := by
  have h0 : ∀ a b, 0 < accept β H a b := fun a b => lt_min one_pos (Real.exp_pos _)
  have h1 : ∀ a b, accept β H a b ≤ 1 := fun a b => min_le_left _ _
  constructor
  · intro τ
    unfold moveProb
    refine add_nonneg ?_ ?_ <;> split_ifs
    exacts [(h0 _ _).le, le_rfl, sub_nonneg.2 (h1 _ _), le_rfl]
  · simp [moveProb, Finset.sum_add_distrib]

/-- Every edge swap has positive transition probability, and a transition with nonzero
probability conserves the composition. -/
theorem kernel_support (σ τ : V → S) :
    (SwapStep G σ τ → 0 < kernel G β H σ τ) ∧
      (kernel G β H σ τ ≠ 0 → composition σ = composition τ) := by
  constructor
  · rintro ⟨e, he, h⟩
    have he' : e ∈ G.edgeFinset := by simpa using he
    refine div_pos (Finset.sum_pos' (fun e _ => (moveProb_stochastic β H e σ).1 τ) ⟨e, he', ?_⟩)
      (by exact_mod_cast Finset.card_pos.2 ⟨e, he'⟩)
    have h0 : 0 < accept β H σ τ := lt_min one_pos (Real.exp_pos _)
    have h1 : accept β H σ (swapEdge e σ) ≤ 1 := min_le_left _ _
    unfold moveProb
    rw [if_pos h]
    split_ifs <;> linarith
  · intro hk
    by_contra hc
    apply hk
    unfold kernel
    rw [Finset.sum_eq_zero, zero_div]
    intro e _
    have h1 : τ ≠ swapEdge e σ := fun h => hc (by rw [h, composition_swapEdge])
    have h2 : τ ≠ σ := fun h => hc (by rw [h])
    simp [moveProb, h1, h2]

/-- Boltzmann distribution on the decorations of composition `c`, zero on all others. -/
def canonical (c : S → ℕ) (σ : V → S) : ℝ :=
  if composition σ = c then
    boltzmann β H σ / ∑ τ ∈ univ.filter (fun τ => composition τ = c), boltzmann β H τ else 0

/-- On a connected graph with an edge the kernel is stochastic, and steps of positive probability
lead from `σ` to `τ` exactly when the compositions agree. The Boltzmann distribution at the
composition of `σ₀` is normalised, in detailed balance with the kernel, and stationary. -/
theorem swap_metropolis (hG : G.Preconnected) (hE : G.edgeFinset.Nonempty) (σ₀ : V → S) :
    (∀ σ τ, 0 ≤ kernel G β H σ τ) ∧ (∀ σ, ∑ τ, kernel G β H σ τ = 1) ∧
    (∀ σ τ, Relation.ReflTransGen (fun a b => 0 < kernel G β H a b) σ τ ↔
      composition σ = composition τ) ∧
    ∑ σ, canonical β H (composition σ₀) σ = 1 ∧
    (∀ σ τ, canonical β H (composition σ₀) σ * kernel G β H σ τ =
      canonical β H (composition σ₀) τ * kernel G β H τ σ) ∧
    ∀ τ, ∑ σ, canonical β H (composition σ₀) σ * kernel G β H σ τ =
      canonical β H (composition σ₀) τ := by
  have hN : (0 : ℝ) < G.edgeFinset.card := by exact_mod_cast Finset.card_pos.2 hE
  have row : ∀ σ, ∑ τ, kernel G β H σ τ = 1 := by
    intro σ
    unfold kernel
    rw [← Finset.sum_div, Finset.sum_comm,
      Finset.sum_congr rfl fun e _ => (moveProb_stochastic β H e σ).2,
      Finset.sum_const, nsmul_eq_mul, mul_one, div_self hN.ne']
  have db : ∀ σ τ, canonical β H (composition σ₀) σ * kernel G β H σ τ =
      canonical β H (composition σ₀) τ * kernel G β H τ σ := by
    intro σ τ
    by_cases hk : composition σ = composition τ
    · unfold canonical
      by_cases hc : composition σ = composition σ₀
      · rw [if_pos hc, if_pos (hk.symm.trans hc), div_mul_eq_mul_div, div_mul_eq_mul_div,
          boltzmann_detailed_balance G β H σ τ]
      · rw [if_neg hc, if_neg (fun h => hc (hk.trans h)), zero_mul, zero_mul]
    · -- no flow between different compositions
      have k1 : kernel G β H σ τ = 0 := by_contra fun h => hk ((kernel_support G β H σ τ).2 h)
      have k2 : kernel G β H τ σ = 0 :=
        by_contra fun h => hk ((kernel_support G β H τ σ).2 h).symm
      rw [k1, k2, mul_zero, mul_zero]
  have reach : ∀ σ τ : V → S, Linked G σ τ →
      Relation.ReflTransGen (fun a b => 0 < kernel G β H a b) σ τ := by
    intro σ τ h
    unfold Linked at h
    induction h with
    | refl => exact Relation.ReflTransGen.refl
    | tail _ hs ih => exact ih.tail ((kernel_support G β H _ _).1 hs)
  refine ⟨fun σ τ => div_nonneg (Finset.sum_nonneg fun e _ => (moveProb_stochastic β H e σ).1 τ)
    hN.le, row, fun σ τ => ⟨fun h => ?_, fun h =>
      reach σ τ ((linked_iff_composition_eq G hG σ τ).2 h)⟩, ?_, db, fun τ => ?_⟩
  · induction h with
    | refl => rfl
    | tail _ hs ih => exact ih.trans ((kernel_support G β H _ _).2 (ne_of_gt hs))
  · have hZ : 0 < ∑ τ ∈ univ.filter (fun τ => composition τ = composition σ₀), boltzmann β H τ :=
      Finset.sum_pos (fun _ _ => Real.exp_pos _) ⟨σ₀, by simp⟩
    unfold canonical
    rw [← Finset.sum_filter, ← Finset.sum_div]
    exact div_self hZ.ne'
  · rw [Finset.sum_congr rfl fun σ _ => db σ τ, ← Finset.mul_sum, row τ, mul_one]

end

end SwapMonteCarlo
```

```lean
#print axioms SwapMonteCarlo.preconnected_of_linked
#print axioms SwapMonteCarlo.swap_metropolis
```

```
'SwapMonteCarlo.preconnected_of_linked' depends on axioms: [propext, Classical.choice, Quot.sound]
'SwapMonteCarlo.swap_metropolis' depends on axioms: [propext, Classical.choice, Quot.sound]
```

### Remarks

*The statements in words.* `linked_iff_composition_eq` says that on a preconnected graph two decorations are linked exactly when their compositions agree; `S` may be infinite and the graph may be a single site. `preconnected_of_linked` says that, given two distinct species, linkage of all equal-composition pairs forces preconnectedness. `swap_metropolis` assumes finite `S`, preconnectedness and at least one edge, and has six conjuncts: $K \ge 0$; unit row sums; $\tau$ is reached from $\sigma$ by steps of positive probability exactly when $n_\sigma = n_\tau$; and $P_c$ at $c = n_{\sigma_0}$ is normalised, in detailed balance with $K$, and stationary. The hypothesis `hE` matters for the row sums, since Lean's division by zero makes the kernel of an edgeless graph vanish.

*How the proof follows the derivation.* `swapEdge_swapEdge` and `composition_swapEdge` are the two facts on swaps. `linked_swap` is the induction on the path, generalised over `σ` so that the hypothesis applies to $\sigma \circ t_{uv}$; its `key` is the conjugation identity. In `linked_iff_composition_eq`, `perm` is the induction over products of transpositions through `Equiv.Perm.swap_induction_on`, and `Equiv.ofFiberEquiv e` assembles $f$ from the pairings. In `preconnected_of_linked`, `inv` is the invariant that a reachable site carries $a$. In `accept_balance`, `key` pulls the positive factor into the minimum, `ratio` merges the exponentials and `min_comm` closes the goal. The step `term` of `boltzmann_detailed_balance` is balance for one edge, proved without connectedness. `moveProb_stochastic` and `kernel_support` give stochasticity and support. In the main theorem, `row` exchanges the sums over edges and final decorations, `db` is the three-case argument, `reach` turns each swap into a positive-probability step, and the last line combines `db` with `row`.

*Scope.* The result applies to fixed-composition Monte Carlo of an alloy energy model such as a cluster expansion, on a finite rigid lattice with neighbour exchanges. A simple graph counts a pair of sites once even when a small periodic cell bonds them several times. Since $H$ is real-valued, configurations forbidden by an infinite energy are not covered, and species confined to sublattices are not modelled. The theorems do not state that the stationary distribution at fixed composition is unique, that the chain converges to it, or how many steps are needed. An example that the file leaves unchecked shows why convergence is a separate matter: on two sites joined by one edge with $H(\mathrm{AB}) = H(\mathrm{BA})$, every swap is accepted and the chain alternates between AB and BA forever.
